# Isotropic smearing shifts a quadratic potential by (R2/6)ΔV, which is the Darwin term when 4c²R2 = 3

Let finitely many displacements d_k in ℝ³ carry real weights w_k, and let V(x) = a + b·x + xᵀAx be the potential energy of an electron, with a real, b a vector and A a real 3×3 matrix. The smeared potential at x is Σ_k w_k V(x + d_k). The smearing is called isotropic if the weights add up to 1, the weighted mean displacement is zero and the second-moment matrix Σ_k w_k d_k d_kᵀ is R2/3 times the identity; R2 is then the mean square displacement. The Darwin term is ΔV/(8c²), where ΔV is the Laplacian of V and c is the speed of light in atomic units, in which ħ and the electron mass are 1.

```lean
import Mathlib

open Matrix

namespace DarwinSmearing

noncomputable section

variable {ι : Type*} [Fintype ι]

/-- The quadratic potential `V(x) = a + b·x + xᵀ A x` on three-dimensional space. -/
def quadPotential (a : ℝ) (b : Fin 3 → ℝ) (A : Matrix (Fin 3) (Fin 3) ℝ)
    (x : Fin 3 → ℝ) : ℝ :=
  a + b ⬝ᵥ x + x ⬝ᵥ (A *ᵥ x)

/-- The weighted sum of the values of `V` at the displaced positions `x + d k`. The weights need not
add up to one. -/
def smeared (w : ι → ℝ) (d : ι → Fin 3 → ℝ) (V : (Fin 3 → ℝ) → ℝ) (x : Fin 3 → ℝ) : ℝ :=
  ∑ k, w k * V (x + d k)

/-- The Laplacian: the sum of the second derivatives along the three coordinate axes. -/
def laplacian (V : (Fin 3 → ℝ) → ℝ) (x : Fin 3 → ℝ) : ℝ :=
  ∑ i, deriv (deriv fun t : ℝ => V (x + t • Pi.single i 1)) 0

/-- Weighted displacements with total weight one, zero mean, and second-moment matrix
`R2 / 3` times the identity. -/
structure IsotropicCloud (w : ι → ℝ) (d : ι → Fin 3 → ℝ) (R2 : ℝ) : Prop where
  total : ∑ k, w k = 1
  mean : ∀ i, ∑ k, w k * d k i = 0
  second : ∀ i j, ∑ k, w k * (d k i * d k j) = if i = j then R2 / 3 else 0

/-- The exact expansion of a quadratic potential about `x` in the displacement `u`. -/
theorem quadPotential_add (a : ℝ) (b : Fin 3 → ℝ) (A : Matrix (Fin 3) (Fin 3) ℝ)
    (x u : Fin 3 → ℝ) :
    quadPotential a b A (x + u) = quadPotential a b A x
      + ∑ i, (b i + (A *ᵥ x) i + (x ᵥ* A) i) * u i + ∑ i, ∑ j, A i j * (u i * u j) := by
  simp only [quadPotential, dotProduct, Matrix.mulVec, Matrix.vecMul, Fin.sum_univ_three,
    Pi.add_apply]
  ring

/-- The Laplacian of a quadratic potential is twice the trace of its matrix. -/
theorem laplacian_quadPotential (a : ℝ) (b : Fin 3 → ℝ) (A : Matrix (Fin 3) (Fin 3) ℝ)
    (x : Fin 3 → ℝ) : laplacian (quadPotential a b A) x = 2 * A.trace := by
  -- second derivative of a parabola
  have parabola : ∀ p q r : ℝ, deriv (deriv fun t : ℝ => p + q * t + r * (t * t)) 0 = 2 * r := by
    intro p q r
    have h1 : (deriv fun t : ℝ => p + q * t + r * (t * t)) = fun t => q + 2 * r * t := by
      funext t
      have h := (((hasDerivAt_id' t).const_mul q).const_add p).fun_add
        (((hasDerivAt_id' t).fun_mul (hasDerivAt_id' t)).const_mul r)
      exact (h.congr_deriv (by ring)).deriv
    rw [h1]
    have h2 := ((hasDerivAt_id' (0 : ℝ)).const_mul (2 * r)).const_add q
    exact (h2.congr_deriv (mul_one _)).deriv
  -- along each axis the potential is a parabola with curvature set by the diagonal of `A`
  have line : ∀ i, (fun t : ℝ => quadPotential a b A (x + t • Pi.single i 1)) =
      fun t => quadPotential a b A x + (b i + (A *ᵥ x) i + (x ᵥ* A) i) * t
        + A i i * (t * t) := by
    intro i
    funext t
    rw [quadPotential_add]
    fin_cases i <;> simp [Pi.single_apply]
  simp only [laplacian, line, parabola, Matrix.trace, Matrix.diag_apply, Finset.mul_sum]

/-- The weighted mean of the squared length of the displacement is `R2`. -/
theorem mean_square_displacement {w : ι → ℝ} {d : ι → Fin 3 → ℝ} {R2 : ℝ}
    (h : IsotropicCloud w d R2) : ∑ k, w k * (d k ⬝ᵥ d k) = R2 := by
  simp only [dotProduct, Fin.sum_univ_three, mul_add, Finset.sum_add_distrib, h.second,
    ↓reduceIte]
  ring

/-- The smeared quadratic potential expressed through the total weight, the first moments and the
second moments, for arbitrary weights and displacements. -/
theorem smeared_moments (w : ι → ℝ) (d : ι → Fin 3 → ℝ) (a : ℝ) (b : Fin 3 → ℝ)
    (A : Matrix (Fin 3) (Fin 3) ℝ) (x : Fin 3 → ℝ) :
    smeared w d (quadPotential a b A) x = quadPotential a b A x * ∑ k, w k
      + ∑ i, (b i + (A *ᵥ x) i + (x ᵥ* A) i) * ∑ k, w k * d k i
      + ∑ i, ∑ j, A i j * ∑ k, w k * (d k i * d k j) := by
  simp only [smeared, quadPotential_add]
  simp only [Fin.sum_univ_three]
  simp only [Finset.mul_sum, ← Finset.sum_add_distrib]
  refine Finset.sum_congr rfl fun k _ => ?_
  ring

/-- Isotropic smearing with mean square displacement `R2` shifts every quadratic potential by
exactly `R2 / 6` times its Laplacian. -/
theorem smeared_eq_add_laplacian {w : ι → ℝ} {d : ι → Fin 3 → ℝ} {R2 : ℝ}
    (h : IsotropicCloud w d R2) (a : ℝ) (b : Fin 3 → ℝ) (A : Matrix (Fin 3) (Fin 3) ℝ)
    (x : Fin 3 → ℝ) :
    smeared w d (quadPotential a b A) x =
      quadPotential a b A x + R2 / 6 * laplacian (quadPotential a b A) x := by
  rw [smeared_moments, laplacian_quadPotential, h.total]
  simp only [h.mean, h.second, mul_zero, Finset.sum_const_zero, mul_ite, Finset.sum_ite_eq,
    Finset.mem_univ, if_true, Matrix.trace, Matrix.diag_apply, Fin.sum_univ_three]
  ring

/-- The shift is `R2 / 6` times the Laplacian for all quadratic potentials if and only if the
displacements have unit weight, zero mean and isotropic second moments `R2 / 3`. -/
theorem smearing_law_iff_isotropic (w : ι → ℝ) (d : ι → Fin 3 → ℝ) (R2 : ℝ) :
    (∀ a b A x, smeared w d (quadPotential a b A) x =
      quadPotential a b A x + R2 / 6 * laplacian (quadPotential a b A) x) ↔
    IsotropicCloud w d R2 := by
  refine ⟨fun H => ⟨?_, ?_, ?_⟩, fun h => smeared_eq_add_laplacian h⟩
  · -- a constant potential measures the total weight
    have h := H 1 0 0 0
    rw [laplacian_quadPotential] at h
    simpa [smeared, quadPotential] using h
  · -- a uniform field measures the mean displacement
    intro i
    have h := H 0 (Pi.single i 1) 0 0
    rw [laplacian_quadPotential] at h
    simpa [smeared, quadPotential] using h
  · -- a bilinear potential measures one second moment
    intro i j
    have h := H 0 0 (Matrix.of fun p q => if p = i ∧ q = j then 1 else 0) 0
    rw [laplacian_quadPotential, Matrix.trace_fin_three] at h
    revert h
    fin_cases i <;> fin_cases j <;> intro h <;>
      simp [smeared, quadPotential, dotProduct, Matrix.mulVec,
        Fin.sum_univ_three] at h ⊢ <;> linarith

/-- For isotropic smearing and `c > 0`, the shift equals the Darwin term `ΔV / (8 c²)` for all
quadratic potentials if and only if the mean square displacement satisfies `4 c² R2 = 3`. -/
theorem darwin_term_iff {w : ι → ℝ} {d : ι → Fin 3 → ℝ} {R2 c : ℝ}
    (h : IsotropicCloud w d R2) (hc : 0 < c) :
    (∀ a b A x, smeared w d (quadPotential a b A) x =
      quadPotential a b A x + laplacian (quadPotential a b A) x / (8 * c ^ 2)) ↔
    4 * c ^ 2 * R2 = 3 := by
  have hc2 : 4 * c ^ 2 ≠ 0 := by positivity
  constructor
  · intro H
    -- test with the isotropic harmonic potential
    have h1 := H 0 0 1 0
    rw [smeared_eq_add_laplacian h, laplacian_quadPotential] at h1
    have h2 := add_left_cancel h1
    have ht : (1 : Matrix (Fin 3) (Fin 3) ℝ).trace = 3 := by simp [Matrix.trace_one]
    rw [ht] at h2
    have h3 : R2 = 3 / (4 * c ^ 2) := by linear_combination h2
    rw [h3]
    exact mul_div_cancel₀ 3 hc2
  · intro hR a b A x
    have h3 : R2 = 3 / (4 * c ^ 2) := (eq_div_iff hc2).2 (by linarith)
    rw [smeared_eq_add_laplacian h, h3]
    ring

/-- Six displacements of length `|r|`, one in each direction along the coordinate axes. -/
def octahedron (r : ℝ) (k : Fin 3 × Bool) : Fin 3 → ℝ :=
  (if k.2 then r else -r) • Pi.single k.1 1

/-- The six axis displacements with equal weights `1/6` form an isotropic cloud with
mean square displacement `r²`. -/
theorem isotropicCloud_witness (r : ℝ) :
    IsotropicCloud (fun _ : Fin 3 × Bool => (1 / 6 : ℝ)) (octahedron r) (r ^ 2) := by
  refine ⟨?_, ?_, ?_⟩
  · norm_num [Fintype.sum_prod_type, Fin.sum_univ_three, Fintype.sum_bool]
  · intro i
    fin_cases i <;>
      simp [octahedron, Fintype.sum_prod_type, Pi.single_apply]
  · intro i j
    fin_cases i <;> fin_cases j <;>
      simp [octahedron, Fintype.sum_prod_type, Pi.single_apply] <;> ring

end

end DarwinSmearing
```

```lean
#print axioms DarwinSmearing.mean_square_displacement
-- 'DarwinSmearing.mean_square_displacement' depends on axioms: [propext, Classical.choice, Quot.sound]
#print axioms DarwinSmearing.smearing_law_iff_isotropic
-- 'DarwinSmearing.smearing_law_iff_isotropic' depends on axioms: [propext, Classical.choice, Quot.sound]
#print axioms DarwinSmearing.darwin_term_iff
-- 'DarwinSmearing.darwin_term_iff' depends on axioms: [propext, Classical.choice, Quot.sound]
```

## Displacements, potentials and the Laplacian in Lean

A point is a function `Fin 3 → ℝ`, and the finite type `ι` labels the displacements. `quadPotential a b A` is V, and `smeared w d V x` is the weighted sum. The matrix A need not be symmetric, although only its symmetric part affects V. `laplacian` adds the second derivatives along the three coordinate axes, so its link with the trace of A has to be proved.

`IsotropicCloud w d R2` collects three conditions. Writing d_ki for component i of d_k, they are

Σ_k w_k = 1

Σ_k w_k d_ki = 0

Σ_k w_k d_ki d_kj = (R2/3) δ_ij

where δ_ij is 1 for i = j and 0 otherwise. The weights may be negative; if they are non-negative, they are probabilities. The squared length of a displacement is the dot product `d k ⬝ᵥ d k`, and `mean_square_displacement` says that its weighted mean is R2.

Three statements carry the physics:

- `smeared_eq_add_laplacian`: an isotropic cloud shifts every quadratic potential, at every point, by exactly (R2/6)ΔV.
- `smearing_law_iff_isotropic`: this law holds for all quadratic potentials only if the three moment conditions hold.
- `darwin_term_iff`: for an isotropic cloud and c > 0, the shift equals ΔV/(8c²) for all quadratic potentials exactly when 4c²R2 = 3.

## An electron that samples its surroundings

The Darwin term ΔV/(8c²) is one of the relativistic corrections of order 1/c² to the Schrödinger Hamiltonian of an electron. It is often pictured as the effect of an electron that feels the potential averaged over a small region around its position. With finitely many displacements, an isotropic average reproduces the term for all quadratic potentials if and only if R2 = 3/(4c²), which is a root-mean-square displacement of √3/(2c), or about 0.87 reduced Compton wavelengths.

The coefficient 1/8 is an input here. It comes from the reduction of the Dirac equation, which is not carried out here, and the displacements are not derived from any electron dynamics. The Coulomb potential of a nucleus is not quadratic, so it is not covered either.

## From the expansion to the shift

Put x + u into V and multiply out:

V(x + u) = V(x) + Σ_i g_i u_i + Σ_ij A_ij u_i u_j

g_i = b_i + (Ax)_i + (Aᵀx)_i

This is `quadPotential_add`. Lean writes the sums out in the three components and `ring` compares both sides.

For the Laplacian, take u = t e_i, with e_i the unit vector along axis i:

V(x + t e_i) = V(x) + g_i t + A_ii t²

The second derivative in t is 2A_ii, and the sum over the axes gives

ΔV = 2 tr A

In `laplacian_quadPotential`, the step `line` establishes the parabola along each axis and `parabola` differentiates it twice.

Now set u = d_k, multiply by w_k and sum over k:

Σ_k w_k V(x + d_k) = V(x) Σ_k w_k + Σ_i g_i Σ_k w_k d_ki + Σ_ij A_ij Σ_k w_k d_ki d_kj

This is `smeared_moments`, which holds for any weights and displacements. For an isotropic cloud the first sum is 1, the second vanishes, and the third keeps only its diagonal:

Σ_k w_k V(x + d_k) = V(x) + (R2/3) tr A = V(x) + (R2/6) ΔV

The mean square displacement is the sum of the three diagonal second moments, 3 · R2/3 = R2.

## Test potentials for the converse

Suppose that the shift law holds for all quadratic potentials. Evaluating it at x = 0 for three kinds of potential recovers the moments:

- V = 1 gives Σ_k w_k = 1.
- V = x_i gives Σ_k w_k d_ki = 0.
- V = x_i x_j has ΔV = 2δ_ij and gives Σ_k w_k d_ki d_kj = (R2/3) δ_ij.

Lean inserts the same potentials; for the third kind, `fin_cases` runs through the nine pairs (i, j) and `linarith` finishes each.

For the Darwin condition, the test potential is V = |x|², with A the identity and ΔV = 6. Equating the two shifts gives

R2 = 6/(8c²) = 3/(4c²)

which is 4c²R2 = 3. Conversely, this value makes R2/6 equal to 1/(8c²), so the shifts agree for every quadratic V.

## Six points, two points and one point

`isotropicCloud_witness` supplies a concrete cloud: the six points ±r e_i, each with weight 1/6. The mean is zero by symmetry. Only the two points on axis i contribute to the second moment along that axis, which is 2r²/6 = r²/3, so R2 = r². Choosing r = √3/(2c) reproduces the Darwin term.

Isotropy matters. Keep only the two points ±r e_1, with r ≠ 0 and weight 1/2 each. The total weight is 1, the mean is zero and the mean square displacement is r², but the second moments are not isotropic. The potential V = x_2² is then not shifted at all, whereas the law would predict (r²/6) · 2 = r²/3.

The smallest isotropic cloud is a single point. Its weight must be 1, so zero mean forces its displacement to vanish; then R2 = 0 and the potential is unchanged. The same value is approached as c → ∞, where the required R2 = 3/(4c²) and the Darwin term both tend to zero.
